# For t > 0 and U ≥ 2t, the unrestricted Hartree-Fock minimum of the two-electron Hubbard dimer is −2t²/U

## Is the compromise between bonding and localisation really the lowest point?

Take two sites with hopping $t=1$ and on-site repulsion $U=4$, and put one spin-up and one spin-down electron on them. If both electrons occupy the bonding orbital, the hopping energy is $-2$ and the repulsion is $+2$, so the total is $0$. If each electron sits on its own site, both terms vanish and the total is again $0$. An intermediate choice does better. Give the spin-up orbital amplitudes $(\cos 15^\circ,\sin 15^\circ)$ and the spin-down orbital $(\cos 75^\circ,\sin 75^\circ)$. The hopping energy is then $-1$, the repulsion is $\tfrac12$, and the total is $-\tfrac12$, which equals $-2t^2/U$.

For general orbital angles $a$ (spin up) and $b$ (spin down) the energy is

$$E(a,b)=-t(\sin 2a+\sin 2b)+\frac U2\,(1+\cos 2a\cos 2b).$$

I believe that its global minimum is exactly $-2t^2/U$ whenever $t>0$ and $U\ge 2t$. Setting derivatives to zero only gives me stationary points, and I assumed real orbitals from the start. Can the claim be proved rigorously, with a machine-checked proof, and does the value survive if the orbitals may be complex?

## The value holds for real and complex orbitals, by completing squares

Yes to both. The energy above $-2t^2/U$ can be written as a sum of non-negative terms, and for $U\ge 2t$ there are real orbitals for which all of them vanish.

### From orbitals to bond orders and polarisations

Label the sites $0$ and $1$, and let $u=(u_0,u_1)$ and $v=(v_0,v_1)$ be the normalised spin-up and spin-down orbitals. Define the bond order and the site polarisation of each:

$$x=2\,\mathrm{Re}(\bar u_0u_1),\quad z=|u_0|^2-|u_1|^2,\qquad y=2\,\mathrm{Re}(\bar v_0v_1),\quad w=|v_0|^2-|v_1|^2.$$

The hopping energy of $u$ is $-t(\bar u_0u_1+\bar u_1u_0)=-tx$, and that of $v$ is $-ty$. By normalisation the site populations are $(1\pm z)/2$ and $(1\pm w)/2$, so the repulsion is

$$U\left[\frac{(1+z)(1+w)}4+\frac{(1-z)(1-w)}4\right]=\frac U2(1+zw).$$

Hence $E=-t(x+y)+\frac U2(1+zw)$.

Bond order and polarisation compete. Since $(|u_0|^2+|u_1|^2)^2=1$,

$$1-z^2=4|u_0|^2|u_1|^2=4|\bar u_0u_1|^2=x^2+4\,(\mathrm{Im}\,\bar u_0u_1)^2,$$

so $x^2+z^2\le 1$, and likewise $y^2+w^2\le1$.

### The lower bound

For $U>0$ the following identity holds:

$$E+\frac{2t^2}U=\frac U2\left[\left(\frac{x+y}2-\frac{2t}U\right)^2+\frac{(z+w)^2}2+\frac{(x-y)^2}4+\frac{1-x^2-z^2}2+\frac{1-y^2-w^2}2\right].$$

To check it, expand the first square. Multiplied by $U/2$, its last two terms give $-t(x+y)+2t^2/U$. What remains in the bracket is

$$\frac{(x+y)^2+(x-y)^2}4+\frac{z^2+w^2}2+zw+1-\frac{x^2+y^2+z^2+w^2}2=1+zw,$$

because the first fraction equals $(x^2+y^2)/2$. Every term in the bracket of the identity is non-negative, so $E\ge-2t^2/U$ for all normalised complex orbitals.

### When the bound is reached

For the real orbitals $(\cos a,\sin a)$ and $(\cos b,\sin b)$ we have $x=\sin 2a$, $z=\cos 2a$, $y=\sin 2b$ and $w=\cos 2b$. This reproduces $E(a,b)$, and the last two terms of the bracket vanish. Equality therefore requires the three squares to vanish, which means

$$\sin 2a=\sin 2b=\frac{2t}U,\qquad \cos 2a=-\cos 2b.$$

A sine cannot exceed one, so for $t>0$ these equations force $2t\le U$. Conversely, if $2t\le U$, take

$$a=\tfrac12\arcsin\frac{2t}U,\qquad b=\frac\pi2-a.$$

The doubled angles are supplementary, so their sines agree and their cosines are opposite. The bound is attained, and the minimum is $-2t^2/U$.

### The threshold and the strong-repulsion limit

At $U=2t$ the conditions give $\sin 2a=\sin 2b=1$. Both spins occupy the bonding orbital, up to sign, and the energy is $-t$. Above the threshold the polarisations are $\pm\sqrt{1-4t^2/U^2}$, with opposite signs for the two spins. Doubly occupying the bonding orbital costs $-2t+U/2$, which lies $(U-2t)^2/(2U)$ above the minimum. As $U/t\to\infty$ the electrons localise on different sites.

For $0<U<2t$ the first square cannot vanish, and the same identity gives the minimum $-2t+U/2$ by hand, a value for which the file contains no theorem.

### What the Lean statements say

`hopping t` is the one-electron matrix in the site basis, with zero site energies and $-t$ off the diagonal. An orbital is a function `Fin 2 → ℂ`, and `IsNormalised` says that its two site populations add up to one. `uhfEnergy t U u v` adds the real parts of the two hopping expectation values to $U$ times the summed products of spin densities. `dimerEnergy t U a b` is the trigonometric function of the question, and its angles range over all real numbers.

There are two minimum theorems, both under the hypotheses `0 < t` and `2 * t ≤ U`:

- `dimerEnergy_isLeast` says that $-2t^2/U$ is the least element of the set of values taken by `dimerEnergy`.
- `uhfEnergy_isLeast` says the same for the energies of all pairs of normalised complex orbitals.

`IsLeast` means that the number belongs to the set and that no element of the set is smaller, so the value is an attained global minimum and not merely an infimum.

Two further theorems sharpen the real case. `dimerEnergy_eq_iff` characterises all minimising angles by the equations above, and `bound_attained_iff` shows that for positive $t$ and $U$ real angles reach the bound exactly when $U\ge2t$. The complex minimisers are not classified.

The energy expression is the starting point: the file does not derive it from a many-body Hamiltonian. It describes a single determinant with one electron of each spin, each in its own spatial orbital. Determinants that mix spin within an orbital, other fillings, unequal site energies and longer chains are not covered, and $-2t^2/U$ is not the exact correlated ground-state energy. For this two-site, two-electron model, the theorem gives a global reference value against which the result of a self-consistent-field calculation can be compared, since convergence alone indicates only a stationary point.

```lean
import Mathlib

open Matrix

namespace HubbardDimerIndependentOrbitals

noncomputable section

/-- The one-electron hopping Hamiltonian of the dimer in the site basis. -/
def hopping (t : ℝ) : Matrix (Fin 2) (Fin 2) ℂ :=
  !![0, -(t : ℂ); -(t : ℂ), 0]

/-- The unrestricted Hartree-Fock energy with spin-up orbital `u` and spin-down orbital `v`:
two hopping energies plus the on-site repulsion of the two spin densities. -/
def uhfEnergy (t U : ℝ) (u v : Fin 2 → ℂ) : ℝ :=
  (star u ⬝ᵥ hopping t *ᵥ u).re + (star v ⬝ᵥ hopping t *ᵥ v).re
    + U * ∑ i, Complex.normSq (u i) * Complex.normSq (v i)

/-- An orbital is normalised when its site populations add up to one. -/
def IsNormalised (u : Fin 2 → ℂ) : Prop := ∑ i, Complex.normSq (u i) = 1

/-- The real orbital with amplitudes `cos a` and `sin a` on the two sites. -/
def realOrbital (a : ℝ) : Fin 2 → ℂ := ![(Real.cos a : ℂ), (Real.sin a : ℂ)]

/-- The dimer energy as a function of independent orbital angles for the two spins. -/
def dimerEnergy (t U a b : ℝ) : ℝ :=
  -t * (Real.sin (2 * a) + Real.sin (2 * b))
    + U / 2 * (1 + Real.cos (2 * a) * Real.cos (2 * b))

/-- The bond order of an orbital: twice the real part of its intersite coherence. -/
def bondOrder (u : Fin 2 → ℂ) : ℝ :=
  2 * ((u 0).re * (u 1).re + (u 0).im * (u 1).im)

/-- The difference between the populations of the two sites. -/
def polarisation (u : Fin 2 → ℂ) : ℝ := Complex.normSq (u 0) - Complex.normSq (u 1)

/-- The hopping energy of an orbital is `-t` times its bond order. -/
theorem hopping_expectation (t : ℝ) (u : Fin 2 → ℂ) :
    (star u ⬝ᵥ hopping t *ᵥ u).re = -t * bondOrder u := by
  simp [hopping, bondOrder, Matrix.mulVec, dotProduct, Fin.sum_univ_two]
  ring

/-- For real orbitals the Hartree-Fock energy is the trigonometric function of the two angles. -/
theorem uhfEnergy_realOrbital (t U a b : ℝ) :
    uhfEnergy t U (realOrbital a) (realOrbital b) = dimerEnergy t U a b := by
  have h0 : ∀ c, realOrbital c 0 = (Real.cos c : ℂ) := fun _ => rfl
  have h1 : ∀ c, realOrbital c 1 = (Real.sin c : ℂ) := fun _ => rfl
  unfold uhfEnergy dimerEnergy
  rw [hopping_expectation, hopping_expectation, Fin.sum_univ_two]
  simp only [bondOrder, h0, h1, Complex.ofReal_re, Complex.ofReal_im, Complex.normSq_ofReal]
  rw [Real.sin_two_mul, Real.sin_two_mul, Real.cos_two_mul, Real.cos_two_mul]
  linear_combination U * Real.sin b ^ 2 * Real.sin_sq_add_cos_sq a
    + U * (1 - Real.cos a ^ 2) * Real.sin_sq_add_cos_sq b

/-- Bond order and polarisation of a normalised orbital lie in the unit disc. -/
theorem bondOrder_sq_add_polarisation_sq_le (u : Fin 2 → ℂ) (hu : IsNormalised u) :
    bondOrder u ^ 2 + polarisation u ^ 2 ≤ 1 := by
  unfold IsNormalised at hu
  rw [Fin.sum_univ_two] at hu
  have h2 : (Complex.normSq (u 0) + Complex.normSq (u 1)) ^ 2 = 1 := by
    rw [hu]; norm_num
  simp only [bondOrder, polarisation, Complex.normSq_apply] at h2 ⊢
  nlinarith [sq_nonneg ((u 0).re * (u 1).im - (u 0).im * (u 1).re), h2]

/-- Completing the squares in the energy written with bond orders `x, y` and
polarisations `z, w`. -/
theorem complete_squares (t U x z y w : ℝ) (hU : U ≠ 0) :
    -t * (x + y) + U / 2 * (1 + z * w) + 2 * t ^ 2 / U
      = U / 2 * (((x + y) / 2 - 2 * t / U) ^ 2 + (z + w) ^ 2 / 2 + (x - y) ^ 2 / 4
          + (1 - (x ^ 2 + z ^ 2)) / 2 + (1 - (y ^ 2 + w ^ 2)) / 2) := by
  field_simp
  ring

/-- For repulsive `U`, no pair of normalised complex orbitals has energy below `-2t²/U`. -/
theorem uhfEnergy_lower_bound (t U : ℝ) (hU : 0 < U) (u v : Fin 2 → ℂ)
    (hu : IsNormalised u) (hv : IsNormalised v) :
    -2 * t ^ 2 / U ≤ uhfEnergy t U u v := by
  have du := sub_nonneg.2 (bondOrder_sq_add_polarisation_sq_le u hu)
  have dv := sub_nonneg.2 (bondOrder_sq_add_polarisation_sq_le v hv)
  unfold IsNormalised at hu hv
  rw [Fin.sum_univ_two] at hu hv
  -- the repulsion depends only on the two polarisations
  have e : uhfEnergy t U u v = -t * (bondOrder u + bondOrder v)
      + U / 2 * (1 + polarisation u * polarisation v) := by
    unfold uhfEnergy polarisation
    rw [hopping_expectation, hopping_expectation, Fin.sum_univ_two]
    linear_combination U / 2 * (Complex.normSq (v 0) + Complex.normSq (v 1)) * hu + U / 2 * hv
  have key := complete_squares t U (bondOrder u) (polarisation u) (bondOrder v)
    (polarisation v) hU.ne'
  rw [← e] at key
  have hpos : 0 ≤ uhfEnergy t U u v + 2 * t ^ 2 / U := by
    rw [key]
    apply mul_nonneg (by positivity)
    have h1 := sq_nonneg ((bondOrder u + bondOrder v) / 2 - 2 * t / U)
    have h2 := sq_nonneg (polarisation u + polarisation v)
    have h3 := sq_nonneg (bondOrder u - bondOrder v)
    linarith
  have hneg : -2 * t ^ 2 / U = -(2 * t ^ 2 / U) := by ring
  linarith

/-- For `U > 0` and real orbitals with angles `a` and `b`, the dimer energy equals `-2t²/U` exactly
when both bond orders are `2t/U` and the two spins have opposite site polarisations. -/
theorem dimerEnergy_eq_iff (t U a b : ℝ) (hU : 0 < U) :
    dimerEnergy t U a b = -2 * t ^ 2 / U ↔
      Real.sin (2 * a) = 2 * t / U ∧ Real.sin (2 * b) = 2 * t / U ∧
        Real.cos (2 * a) = -Real.cos (2 * b) := by
  -- for real orbitals the energy above the bound is a pure sum of squares
  have id : dimerEnergy t U a b + 2 * t ^ 2 / U
      = U / 2 * (((Real.sin (2 * a) + Real.sin (2 * b)) / 2 - 2 * t / U) ^ 2
        + (Real.cos (2 * a) + Real.cos (2 * b)) ^ 2 / 2
        + (Real.sin (2 * a) - Real.sin (2 * b)) ^ 2 / 4) := by
    unfold dimerEnergy
    rw [complete_squares t U _ _ _ _ hU.ne']
    linear_combination -(U / 4) * Real.sin_sq_add_cos_sq (2 * a)
      - (U / 4) * Real.sin_sq_add_cos_sq (2 * b)
  have squares : ∀ P Q R : ℝ, P ^ 2 + Q ^ 2 / 2 + R ^ 2 / 4 = 0 → P = 0 ∧ Q = 0 ∧ R = 0 := by
    intro P Q R h
    have hP := sq_nonneg P
    have hQ := sq_nonneg Q
    have hR := sq_nonneg R
    exact ⟨(pow_eq_zero_iff two_ne_zero).1 (by linarith),
      (pow_eq_zero_iff two_ne_zero).1 (by linarith),
      (pow_eq_zero_iff two_ne_zero).1 (by linarith)⟩
  constructor
  · intro h
    have hz : dimerEnergy t U a b + 2 * t ^ 2 / U = 0 := by rw [h]; ring
    rw [id] at hz
    have hU2 : U / 2 ≠ 0 := by positivity
    obtain ⟨h1, h2, h3⟩ := squares _ _ _ ((mul_eq_zero.1 hz).resolve_left hU2)
    exact ⟨by linarith, by linarith, by linarith⟩
  · rintro ⟨h1, h2, h3⟩
    rw [h1, h2, h3] at id
    linear_combination id

/-- For positive `t` and `U`, some pair of orbital angles has energy `-2t²/U` if and only if
`U ≥ 2t`. -/
theorem bound_attained_iff (t U : ℝ) (ht : 0 < t) (hU : 0 < U) :
    (∃ a b, dimerEnergy t U a b = -2 * t ^ 2 / U) ↔ 2 * t ≤ U := by
  constructor
  · rintro ⟨a, b, h⟩
    have h1 := ((dimerEnergy_eq_iff t U a b hU).1 h).1
    have h2 := Real.sin_le_one (2 * a)
    rw [h1, div_le_one hU] at h2
    exact h2
  · intro h
    have h0 : 0 ≤ 2 * t / U := by positivity
    have hs : Real.sin (Real.arcsin (2 * t / U)) = 2 * t / U :=
      Real.sin_arcsin (by linarith) ((div_le_one hU).2 h)
    -- supplementary doubled angles give equal bond orders and opposite polarisations
    refine ⟨Real.arcsin (2 * t / U) / 2, Real.pi / 2 - Real.arcsin (2 * t / U) / 2,
      (dimerEnergy_eq_iff t U _ _ hU).2 ?_⟩
    have e1 : 2 * (Real.arcsin (2 * t / U) / 2) = Real.arcsin (2 * t / U) := by ring
    have e2 : 2 * (Real.pi / 2 - Real.arcsin (2 * t / U) / 2)
        = Real.pi - Real.arcsin (2 * t / U) := by ring
    rw [e1, e2, Real.sin_pi_sub, Real.cos_pi_sub]
    exact ⟨hs, hs, (neg_neg _).symm⟩

/-- For `t > 0` and `U ≥ 2t`, the minimum of the Hartree-Fock energy over all pairs of
normalised complex orbitals is `-2t²/U`. -/
theorem uhfEnergy_isLeast (t U : ℝ) (ht : 0 < t) (hU : 2 * t ≤ U) :
    IsLeast {E | ∃ u v, IsNormalised u ∧ IsNormalised v ∧ uhfEnergy t U u v = E}
      (-2 * t ^ 2 / U) := by
  have hU0 : 0 < U := by linarith
  have hn : ∀ c, IsNormalised (realOrbital c) := by
    intro c
    have h0 : realOrbital c 0 = (Real.cos c : ℂ) := rfl
    have h1 : realOrbital c 1 = (Real.sin c : ℂ) := rfl
    unfold IsNormalised
    rw [Fin.sum_univ_two, h0, h1, Complex.normSq_ofReal, Complex.normSq_ofReal]
    linear_combination Real.sin_sq_add_cos_sq c
  constructor
  · obtain ⟨a, b, h⟩ := (bound_attained_iff t U ht hU0).2 hU
    exact ⟨realOrbital a, realOrbital b, hn a, hn b, (uhfEnergy_realOrbital t U a b).trans h⟩
  · rintro E ⟨u, v, hu, hv, rfl⟩
    exact uhfEnergy_lower_bound t U hU0 u v hu hv

/-- For `t > 0` and `U ≥ 2t`, the global minimum of the dimer energy over independent real
orbital angles is `-2t²/U`. -/
theorem dimerEnergy_isLeast (t U : ℝ) (ht : 0 < t) (hU : 2 * t ≤ U) :
    IsLeast {E | ∃ a b, dimerEnergy t U a b = E} (-2 * t ^ 2 / U) := by
  have hU0 : 0 < U := by linarith
  refine ⟨(bound_attained_iff t U ht hU0).2 hU, ?_⟩
  rintro E ⟨a, b, rfl⟩
  -- real orbitals are among the complex ones
  apply (uhfEnergy_isLeast t U ht hU).2
  refine ⟨realOrbital a, realOrbital b, ?_, ?_, uhfEnergy_realOrbital t U a b⟩
  all_goals
    unfold IsNormalised
    rw [Fin.sum_univ_two]
    change Complex.normSq (Real.cos _ : ℂ) + Complex.normSq (Real.sin _ : ℂ) = 1
    rw [Complex.normSq_ofReal, Complex.normSq_ofReal, ← sq, ← sq]
    exact Real.cos_sq_add_sin_sq _

end

end HubbardDimerIndependentOrbitals
```

```lean
#print axioms HubbardDimerIndependentOrbitals.dimerEnergy_isLeast
```

```
'HubbardDimerIndependentOrbitals.dimerEnergy_isLeast' depends on axioms: [propext, Classical.choice, Quot.sound]
```

### How the proof follows the calculation

`hopping_expectation` expands the matrix product and obtains $-t$ times the bond order. `uhfEnergy_realOrbital` inserts the cosine and sine amplitudes, applies the double-angle formulas, and uses $\sin^2+\cos^2=1$ once for each angle to recover the trigonometric energy.

The disc inequality is `bondOrder_sq_add_polarisation_sq_le`. Its `nlinarith` call receives the squared normalisation condition and the square of $\mathrm{Im}(\bar u_0u_1)$, written in real and imaginary parts. These are the two ingredients of the derivation above.

`complete_squares` is the central identity, stated for arbitrary real numbers `x z y w` and nonzero `U`. `field_simp` clears the denominators and `ring` compares the polynomials.

In `uhfEnergy_lower_bound`, the local equation `e` rewrites the energy in bond orders and polarisations. Its `linear_combination` uses both normalisation conditions, just as the population formulas do. The identity is then applied, and `linarith` adds up the non-negative squares and disc defects. This theorem needs only $U>0$ and allows any real $t$.

For `dimerEnergy_eq_iff`, the equation `id` removes the two defects with $\sin^2+\cos^2=1$. The auxiliary claim `squares` says that a vanishing weighted sum of three squares has three vanishing terms. This gives the forward direction, while substituting the three conditions into `id` gives the converse.

`bound_attained_iff` takes the bound on the sine for one direction and the arcsine angles for the other. The rewrites `Real.sin_pi_sub` and `Real.cos_pi_sub` express the relation between supplementary angles.

Finally, `uhfEnergy_isLeast` combines the lower bound with these real orbitals, after checking that they are normalised. `dimerEnergy_isLeast` takes attainment directly from `bound_attained_iff` and inherits its lower bound from the complex theorem, since every pair of real angles defines an admissible pair of complex orbitals.
